# Finitely many nonnegative weights, none above half their total, can be shared out as symmetric flows between distinct states

Take finitely many states with nonnegative weights, not necessarily normalised, none of which exceeds half the total; for weights normalised to one, this means that none is above 1/2. The lemma says that there is a real matrix `F`, symmetric and with zero diagonal, whose entries between these states are nonnegative and whose row sums over them are the given weights. Physically, each state's weight can be split into flows to the other states, with equal flow in both directions between any two; no Hamiltonian or dynamics enters. The proof adds one state `a` at a time: part of each other state's weight is paired with `a`, and the induction hypothesis supplies the flow for the residual weights `r`. These are the old weights capped at `c` and scaled by `t` to total `2 * c`, so that none exceeds half their sum.

In Lean, a first try:

```lean
import Mathlib

open Finset

namespace ExistsSymmetricFlow

variable {ι : Type*}

variable [DecidableEq ι]

/-- Nonnegative weights of total at least `2 * c`, with `c ≥ 0`, still have total at least
`2 * c` after capping at `c`, if no weight exceeds the total minus `c`. -/
theorem two_mul_le_sum_min {s : Finset ι} {w : ι → ℝ} {c : ℝ}
    (hw : ∀ i ∈ s, 0 ≤ w i) (hc : 0 ≤ c) (hT : 2 * c ≤ ∑ i ∈ s, w i)
    (hmax : ∀ i ∈ s, w i ≤ ∑ j ∈ s, w j - c) : 2 * c ≤ ∑ i ∈ s, min (w i) c := by
  by_cases h : ∃ k ∈ s, c < w k
  · obtain ⟨k, hk, hck⟩ := h
    have e1 : min (w k) c + ∑ i ∈ s.erase k, min (w i) c = ∑ i ∈ s, min (w i) c :=
      Finset.add_sum_erase s (fun i => min (w i) c) hk
    have e2 : w k + ∑ i ∈ s.erase k, w i = ∑ i ∈ s, w i := Finset.add_sum_erase s w hk
    rw [min_eq_right hck.le] at e1
    by_cases h2 : ∃ l ∈ s.erase k, c < w l
    · -- two capped weights already contribute `2 * c`
      obtain ⟨l, hl, hcl⟩ := h2
      have h3 : min (w l) c ≤ ∑ i ∈ s.erase k, min (w i) c :=
        Finset.single_le_sum (f := fun i => min (w i) c)
          (fun i hi => le_min (hw i (Finset.mem_of_mem_erase hi)) hc) hl
      rw [min_eq_right hcl.le] at h3
      linarith
    · have h3 : ∑ i ∈ s.erase k, min (w i) c = ∑ i ∈ s.erase k, w i :=
        Finset.sum_congr rfl fun i hi =>
          min_eq_left (not_lt.mp fun hlt => h2 ⟨i, hi, hlt⟩)
      have h4 := hmax k hk
      linarith
  · have h3 : ∑ i ∈ s, min (w i) c = ∑ i ∈ s, w i :=
      Finset.sum_congr rfl fun i hi => min_eq_left (not_lt.mp fun hlt => h ⟨i, hi, hlt⟩)
    linarith

/-- Nonnegative weights, none above half of their total, are the row sums of a
symmetric nonnegative flow with zero diagonal. -/
theorem exists_symmetric_flow (s : Finset ι) : ∀ w : ι → ℝ, (∀ i ∈ s, 0 ≤ w i) →
    (∀ i ∈ s, 2 * w i ≤ ∑ j ∈ s, w j) → ∃ F : ι → ι → ℝ, (∀ i j, F i j = F j i) ∧
      (∀ i ∈ s, ∀ j ∈ s, 0 ≤ F i j) ∧ (∀ i, F i i = 0) ∧
      ∀ i ∈ s, ∑ j ∈ s, F i j = w i := by
  induction s using Finset.induction_on with
  | empty => exact fun w _ _ => ⟨fun _ _ => 0, by simp⟩
  | insert a s ha ih =>
    intro w hw hmax
    rw [Finset.sum_insert ha] at hmax
    have hwa := hw a (mem_insert_self a s)
    have hma := hmax a (mem_insert_self a s)
    have hws : ∀ i ∈ s, 0 ≤ w i := fun i hi => hw i (mem_insert_of_mem hi)
    -- `c` is half of the weight left once state `a` has been paired off
    obtain ⟨c, hc⟩ : ∃ c, 2 * c = ∑ j ∈ s, w j - w a :=
      ⟨(∑ j ∈ s, w j - w a) / 2, by ring⟩
    have hc0 : 0 ≤ c := by linarith
    have hM := two_mul_le_sum_min hws hc0 (by linarith)
      (fun i hi => by linarith [hmax i (mem_insert_of_mem hi)])
    obtain ⟨t, ht0, ht1, ht⟩ :
        ∃ t : ℝ, 0 ≤ t ∧ t ≤ 1 ∧ t * ∑ i ∈ s, min (w i) c = 2 * c := by
      rcases hc0.eq_or_lt with h0 | h0
      · exact ⟨0, le_rfl, zero_le_one, by rw [← h0]; ring⟩
      · have hpos : 0 < ∑ i ∈ s, min (w i) c := by linarith
        exact ⟨2 * c / ∑ i ∈ s, min (w i) c, by positivity,
          (div_le_one hpos).mpr hM, div_mul_cancel₀ _ hpos.ne'⟩
    -- residual weights, to which the induction hypothesis applies
    obtain ⟨r, hr⟩ : ∃ r : ι → ℝ, ∀ i, r i = t * min (w i) c := ⟨_, fun _ => rfl⟩
    have hrs : ∑ i ∈ s, r i = 2 * c := by
      rw [Finset.sum_congr rfl (fun i _ => hr i), ← Finset.mul_sum, ht]
    have hm0 : ∀ i ∈ s, 0 ≤ min (w i) c := fun i hi => le_min (hws i hi) hc0
    have hrm : ∀ i ∈ s, r i ≤ min (w i) c := fun i hi => by
      rw [hr i]
      exact mul_le_of_le_one_left (hm0 i hi) ht1
    obtain ⟨F, hsym, hF0, hFd, hF⟩ := ih r
      (fun i hi => by rw [hr i]; exact mul_nonneg ht0 (hm0 i hi))
      (fun i hi => by linarith [(hrm i hi).trans (min_le_right _ _)])
    have hrw : ∀ i ∈ s, 0 ≤ w i - r i := fun i hi =>
      sub_nonneg.mpr ((hrm i hi).trans (min_le_left _ _))
    refine ⟨fun i j => if i = a then (if j = a then 0 else w j - r j)
      else if j = a then w i - r i else F i j, ?_, ?_, ?_, ?_⟩
    · intro i j
      by_cases hi : i = a <;> by_cases hj : j = a <;> simp [hi, hj, hsym i j]
    · intro i hi j hj
      by_cases hia : i = a
      · by_cases hja : j = a
        · simp [hia, hja]
        · simp only [if_pos hia, if_neg hja]
          exact hrw j (mem_of_mem_insert_of_ne hj hja)
      · have his := mem_of_mem_insert_of_ne hi hia
        by_cases hja : j = a
        · simp only [if_neg hia, if_pos hja]
          exact hrw i his
        · simp only [if_neg hia, if_neg hja]
          exact hF0 i his j (mem_of_mem_insert_of_ne hj hja)
    · intro i
      by_cases hi : i = a <;> simp [hi, hFd]
    · intro i hi
      rw [Finset.sum_insert ha]
      by_cases hia : i = a
      · have e : ∑ j ∈ s, (if j = a then 0 else w j - r j) = ∑ j ∈ s, (w j - r j) :=
          Finset.sum_congr rfl fun j hj => if_neg fun h => ha (h ▸ hj)
        simp only [if_pos hia, eq_self, if_true]
        rw [e, Finset.sum_sub_distrib, hrs, hc, hia]
        ring
      · have e : ∑ j ∈ s, (if j = a then w i - r i else F i j) = ∑ j ∈ s, F i j :=
          Finset.sum_congr rfl fun j hj => if_neg fun h => ha (h ▸ hj)
        simp only [if_neg hia, eq_self, if_true]
        rw [e, hF i (mem_of_mem_insert_of_ne hi hia)]
        ring

end ExistsSymmetricFlow
```

The error:

```
Main.lean:101:63: error: invalid `▸` notation, argument
  h
has type
  ?m.782
equality expected
Main.lean:106:63: error: invalid `▸` notation, argument
  h
has type
  ?m.833
equality expected
```

Both errors have the same cause. In each sum over `s`, the proof must show that the `if j = a` takes its `else` branch, because `j` is in `s` and `a` is not. `if_neg` needs a proof that the condition is false, and the attempt gave it `fun h => ha (h ▸ hj)`, with `h` meant to be `j = a`. But `if_neg` leaves its condition implicit, and Lean had not yet worked it out when it reached `▸`. The type of `h` was still an unknown, shown as `?m.782` and `?m.833`, while `▸` needs an equality to rewrite with. The argument itself was sound.

The repair makes the same change in both places. `ne_of_mem_of_not_mem hj ha` proves `j ≠ a` directly from `hj : j ∈ s` and `ha : a ∉ s`. Its type already names `j` and `a`, so it tells `if_neg` what the condition is, and no rewriting with an `h` of unknown type is needed.

The mended proof, as a diff:

```diff
@@ -99,10 +99,10 @@
       by_cases hia : i = a
       · have e : ∑ j ∈ s, (if j = a then 0 else w j - r j) = ∑ j ∈ s, (w j - r j) :=
-          Finset.sum_congr rfl fun j hj => if_neg fun h => ha (h ▸ hj)
+          Finset.sum_congr rfl fun j hj => if_neg (ne_of_mem_of_not_mem hj ha)
         simp only [if_pos hia, eq_self, if_true]
         rw [e, Finset.sum_sub_distrib, hrs, hc, hia]
         ring
       · have e : ∑ j ∈ s, (if j = a then w i - r i else F i j) = ∑ j ∈ s, F i j :=
-          Finset.sum_congr rfl fun j hj => if_neg fun h => ha (h ▸ hj)
+          Finset.sum_congr rfl fun j hj => if_neg (ne_of_mem_of_not_mem hj ha)
         simp only [if_neg hia, eq_self, if_true]
         rw [e, hF i (mem_of_mem_insert_of_ne hi hia)]
```
